# The multiple-scattering term with n flights is the sum of the amplitudes of all n-flight paths

A particle scatters among finitely many sites, with a complex amplitude `t x` for scattering at site `x` and a complex amplitude `g x y` for the flight from `x` to `y`; both are arbitrary. The amplitude of a path is the product of these factors over its sites and flights. The theorem says that the `(i, j)` entry of (Tg)ⁿT, where T is the diagonal matrix of the `t x`, is the sum of the amplitudes of all paths with n flights from `i` to `j`, where sites may repeat, even in succession. The proof is by induction on n: a path without flights is a single site, and a longer path is split into its first site and the rest.

In Lean, a first try:

```lean
import Mathlib

open Finset Filter Topology
open scoped Matrix.Norms.L2Operator

namespace ScatteringTermEqSumAllPaths

noncomputable section

variable {ι : Type*} [Fintype ι] [DecidableEq ι]

/-- The amplitude of a path: a factor `t` for each site visited and a factor `g` for each
flight between successive sites. -/
def pathAmplitude (t : ι → ℂ) (g : Matrix ι ι ℂ) {n : ℕ} (p : Fin (n + 1) → ι) : ℂ :=
  (∏ k : Fin n, t (p k.castSucc) * g (p k.castSucc) (p k.succ)) * t (p (Fin.last n))

omit [Fintype ι] [DecidableEq ι] in
/-- Putting a site `x` in front of a path multiplies its amplitude by the scattering at `x` and
the flight from `x` to the old first site. -/
theorem pathAmplitude_cons (t : ι → ℂ) (g : Matrix ι ι ℂ) {n : ℕ} (x : ι)
    (p : Fin (n + 1) → ι) :
    pathAmplitude t g (Fin.cons (α := fun _ => ι) x p)
      = t x * g x (p 0) * pathAmplitude t g p := by
  have h1 : ∀ k : Fin n, Fin.cons (α := fun _ => ι) x p k.succ.castSucc = p k.castSucc :=
    fun k => by rw [← Fin.succ_castSucc, Fin.cons_succ]
  have h2 : Fin.cons (α := fun _ => ι) x p (Fin.last (n + 1)) = p (Fin.last n) := by
    rw [← Fin.succ_last, Fin.cons_succ]
  simp only [pathAmplitude, Fin.prod_univ_succ, Fin.castSucc_zero, Fin.cons_zero,
    Fin.cons_succ, h1, h2]
  ring

/-- The `(i, j)` entry of `(t g)ⁿ t` is the sum of the amplitudes of all `n`-step paths from `i`
to `j`, repeats included. -/
theorem scattering_term_eq_sum_all_paths (t : ι → ℂ) (g : Matrix ι ι ℂ) (n : ℕ) (i j : ι) :
    ((Matrix.diagonal t * g) ^ n * Matrix.diagonal t) i j
      = ∑ p : Fin (n + 1) → ι,
          if p 0 = i ∧ p (Fin.last n) = j then pathAmplitude t g p else 0 := by
  induction n generalizing i with
  | zero =>
    -- a path without steps is a single site
    let e : ι ≃ (Fin 1 → ι) :=
      { toFun := fun x _ => x
        invFun := fun p => p 0
        left_inv := fun _ => rfl
        right_inv := fun p => funext fun k => congrArg p (Subsingleton.elim 0 k) }
    rw [← e.sum_comp]
    simp [e, pathAmplitude, Matrix.diagonal_apply, ite_and]
  | succ n ih =>
    -- split off the first site of the path
    have hsplit : ∀ f : (Fin (n + 2) → ι) → ℂ,
        ∑ p, f p = ∑ x, ∑ p : Fin (n + 1) → ι, f (Fin.cons (α := fun _ => ι) x p) := by
      intro f
      let e : ι × (Fin (n + 1) → ι) ≃ (Fin (n + 2) → ι) := Fin.consEquiv (fun _ => ι)
      rw [← e.sum_comp, Fintype.sum_prod_type]
      rfl
    have hlast : ∀ (x : ι) (p : Fin (n + 1) → ι),
        Fin.cons (α := fun _ => ι) x p (Fin.last (n + 1)) = p (Fin.last n) := by
      intro x p
      rw [← Fin.succ_last, Fin.cons_succ]
    rw [pow_succ', mul_assoc, Matrix.mul_apply, hsplit]
    simp only [ih, Matrix.diagonal_mul, pathAmplitude_cons, Fin.cons_zero, hlast,
      Finset.mul_sum]
    rw [Finset.sum_comm]
    conv_rhs => rw [Finset.sum_comm]
    refine Finset.sum_congr rfl fun p _ => ?_
    by_cases hp : p (Fin.last n) = j <;> simp [hp]

end

end ScatteringTermEqSumAllPaths
```

Compiling this gives:

```
Main.lean:39:9: error: unsolved goals
case zero
ι : Type u_1
inst✝¹ : Fintype ι
inst✝ : DecidableEq ι
t : ι → ℂ
g : Matrix ι ι ℂ
j i : ι
e : ι ≃ (Fin 1 → ι) := { toFun := fun x x_1 => x, invFun := fun p => p 0, left_inv := ⋯, right_inv := ⋯ }
⊢ 1 i j * t j = if i = j then t i else 0
Main.lean:47:28: warning: This simp argument is unused:
  Matrix.diagonal_apply

Hint: Omit it from the simp argument list.
  [apply] simp [e, pathAmplitude, ite_and]

Note: This linter can be disabled with `set_option linter.unusedSimpArgs false`
```

The repair, with which the file compiles:

```diff
@@ -44,5 +44,5 @@
         left_inv := fun _ => rfl
         right_inv := fun p => funext fun k => congrArg p (Subsingleton.elim 0 k) }
-    rw [← e.sum_comp]
+    rw [pow_zero, one_mul, ← e.sum_comp]
     simp [e, pathAmplitude, Matrix.diagonal_apply, ite_and]
   | succ n ih =>
```

What went wrong. The error is in the case n = 0, where the left side is the `(i, j)` entry of `(Matrix.diagonal t * g) ^ 0 * Matrix.diagonal t`. The zeroth power is the identity matrix, so this is just an entry of `Matrix.diagonal t`. But `simp` expanded the product with a diagonal matrix entry by entry, as the simp lemma `Matrix.mul_diagonal` does, and was left with `1 i j * t j`. Here `1 i j` is an entry of the identity matrix, and nothing in the call unfolds it into a case distinction on `i = j`, so the two sides did not meet. The warning has the same origin: no entry of `Matrix.diagonal t` remained for `Matrix.diagonal_apply` to rewrite.

The repair rewrites with `pow_zero` and `one_mul` before `simp` runs. The left side is then `Matrix.diagonal t i j`, which `Matrix.diagonal_apply` turns into `if i = j then t i else 0`, exactly the right side of the goal that had been left open.
